# Real energy levels have degeneracies divisible by four when the Hamiltonian commutes with parity, a Kramers time reversal that commutes with parity, and a symmetry that anticommutes with parity

## Can the fourfold degeneracy at a zone-boundary momentum be proved from the operator algebra alone?

To turn this band-theory argument into a theorem I first need to decide what replaces the crystal, and my choice is to keep only a finite-dimensional complex space $V$ of Bloch states at one fixed momentum, with the symmetries as operators on it. Inversion $P$, a glide or screw operation $G$ and the Hamiltonian $H$ are linear, and time reversal $T$ is antilinear. I assume $P^2=1$, $T^2=-1$, $PT=TP$, $G$ invertible, $GP=-PG$, and that $H$ commutes with $P$, $G$ and $T$. The claim I know is that every eigenspace of $H$ then has dimension divisible by four, which is the degeneracy at a fourfold Dirac point. The argument I have seen lists four states $\psi, T\psi, G\psi, TG\psi$ and calls them independent. I would like a proof that covers levels of any multiplicity, shows which assumptions are used, and is checked by machine.

## It can, for real eigenvalues, and so for every level of a Hermitian Hamiltonian

Your model suffices, with one condition added: the eigenvalue must be real. If $Hv=\mu v$ then $H(Tv)=T(\mu v)=\bar\mu\,Tv$, so $T$ sends the eigenspace at $\mu$ to the one at $\bar\mu$, and these coincide only for real $\mu$. Nothing in your list makes $H$ Hermitian, so either the energy is taken real or hermiticity is added. Both versions are proved below.

### Where the relations come from

$T^2=-1$ describes a spin-½ electron, and $PT=TP$ holds because inversion only moves positions, while time reversal acts in the same way at every position. The relation $GP=-PG$ stands for the fractional translation. Take inversion $\mathbf r\mapsto-\mathbf r$ and the glide $(x,y,z)\mapsto(x+\tfrac{\ell}{2},-y,z)$ with lattice constant $\ell$ along $x$. Then $GP$ and $PG$ differ by a translation by $\ell$ along $x$, which acts on Bloch states with $k_x=\pi/\ell$ as the phase $-1$. For $P$, $T$ and $G$ to act on the states at one momentum, that momentum must also be mapped to itself up to a reciprocal lattice vector. Since $P$ and $T$ each send $\mathbf k$ to $-\mathbf k$, this selects time-reversal-invariant points such as $(\pi/\ell,0,0)$ in a primitive orthorhombic lattice, not the whole face $k_x=\pi/\ell$. This example is motivation only: the theorems take the anticommutation as a hypothesis and contain no lattice.

### Counting dimensions

Kramers parity comes first. Let an antilinear $T$ with $T^2=-1$ act on a space of dimension $n$ with basis $b_0,\dots,b_{n-1}$, and define the matrix $M$ by $Tb_j=\sum_k M_{kj}b_k$. Applying $T$ again conjugates the coefficients:
$$-b_j=T(Tb_j)=\sum_k \overline{M_{kj}}\;Tb_k=\sum_{i}\Big(\sum_k M_{ik}\overline{M_{kj}}\Big)b_i .$$
So $M\bar M=-1$, with $\bar M$ the entrywise conjugate. Since $\det\bar M=\overline{\det M}$, taking determinants gives $|\det M|^2=(-1)^n$. The left side is not negative, so $n$ is even. No inner product was used.

Now let $W\subseteq V$ be a subspace mapped into itself by $P$, $G$ and $T$, and put $W_s=\{v\in W: Pv=sv\}$ for a number $s$, writing $W_\pm$ for $s=\pm1$.

Every $v\in W$ is $\tfrac12(v+Pv)+\tfrac12(v-Pv)$, and $P^2=1$ puts the first term in $W_+$ and the second in $W_-$. A vector in both sectors has $v=-v$ and vanishes. Hence $\dim W=\dim W_++\dim W_-$.

If $Pv=sv$ then $P(Gv)=-G(Pv)=-s\,Gv$, so $G$ maps $W_s$ into $W_{-s}$. It is injective, so $\dim W_s\le\dim W_{-s}$, and using this for $s=1$ and $s=-1$ gives $\dim W_+=\dim W_-$.

If $Pv=v$ then $P(Tv)=T(Pv)=Tv$, so $T$ acts on $W_+$ and still squares to $-1$ there. Therefore $\dim W_+=2k$ for some natural number $k$, and $\dim W=2k+2k=4k$.

Finally take $W=\{v: Hv=Ev\}$ with $E$ real. For $v\in W$, $H(Pv)=P(Ev)=E\,Pv$, likewise for $G$, and $H(Tv)=T(Ev)=\bar E\,Tv=E\,Tv$. So $W$ is invariant and $4$ divides $\dim W$.

### A four-state example on both sides of the reality condition

On $\mathbb C^4$ with components $v_0,\dots,v_3$ let $P=\mathrm{diag}(1,1,-1,-1)$, let $G$ exchange $(v_0,v_1)$ with $(v_2,v_3)$, and let $Tv=(-\bar v_1,\bar v_0,-\bar v_3,\bar v_2)$. For complex $a$ set $H_a=\mathrm{diag}(a,\bar a,a,\bar a)$. All your relations hold for every $a$. For real $a$ the eigenspace at $a$ is the whole space, of dimension four. For non-real $a$ the operator $H_a$ is not Hermitian, so it is an algebraic counter-example and not the Hamiltonian of a closed system; the equations $\bar a v_1=av_1$ and $\bar a v_3=av_3$ force $v_1=v_3=0$, and the eigenspace has dimension two.

### The objects and hypotheses in Lean

`End ℂ V` is the type of linear operators on $V$, `V →ₛₗ[starRingEnd ℂ] V` the type of antilinear ones, and `finrank ℂ W` is $\dim W$. The structure `DiracSymmetry P G T` collects five fields: `P_sq`, `T_sq`, `PT`, `G_inj` and `GP`. Invertibility of $G$ appears as injectivity, which is equivalent for a linear operator in finite dimension. No operator is required to be unitary or antiunitary, $G^2$ is unspecified, and no relation between $G$ and $T$ is assumed. `sector W P s` is $W_s$, the intersection of $W$ with `P.eigenspace s`.

`four_dvd_eigenspace` says that if $H$ commutes with the three symmetries (`hP`, `hG`, `hT`), then for every `E : ℝ` four divides the dimension of `H.eigenspace (E : ℂ)`. When $E$ is not an eigenvalue this space is zero and the statement reads $4\mid 0$. `four_le_degeneracy` adds `H.HasEigenvalue (E : ℂ)` and concludes that the dimension is at least four. `four_dvd_hermitian` works on an inner product space `U`, assumes `LinearMap.IsSymmetric H`, meaning $\langle Hu,v\rangle=\langle u,Hv\rangle$, and gives divisibility for every complex `μ`. `model_witness`, `model_real` and `model_nonreal` state the three facts about the four-state example; they show that the bound four is attained and that the claim fails at a non-real eigenvalue.

A Dirac point in the usual sense has bands that disperse linearly away from the crossing. The theorems see a single momentum and give the degeneracy there, with no statement on dispersion or on the position of the level relative to the Fermi energy. In a single-particle band calculation with spin–orbit coupling and a finite basis whose span is mapped into itself by the three operations, take a time-reversal-invariant momentum where $P$, $G$ and $T$ obey the assumed algebra. Every level there has a multiplicity divisible by four if $H$ commutes with all three. A twofold level there, separated from the other computed levels by more than the numerical error, shows that $H$ breaks at least one of these symmetries, unless the list of computed bands merely ends inside a larger level.

```lean
import Mathlib

open Module Module.End Matrix ComplexConjugate

namespace FourfoldDiracPoint

noncomputable section

variable {V : Type*} [AddCommGroup V] [Module ℂ V]

/-- The symmetry algebra: parity `P² = 1`, antilinear time reversal `T² = -1` commuting with
`P`, and an injective (in finite dimension: invertible) operation `G` anticommuting with `P`. -/
structure DiracSymmetry (P G : End ℂ V) (T : V →ₛₗ[starRingEnd ℂ] V) : Prop where
  P_sq : ∀ v, P (P v) = v
  T_sq : ∀ v, T (T v) = -v
  PT : ∀ v, P (T v) = T (P v)
  G_inj : Function.Injective G
  GP : ∀ v, G (P v) = -P (G v)

/-- The states of `W` with parity eigenvalue `s`. -/
def sector (W : Submodule ℂ V) (P : End ℂ V) (s : ℂ) : Submodule ℂ V := W ⊓ P.eigenspace s

/-- A finite-dimensional complex space carrying an antilinear `T` with `T² = -1` has even
dimension. -/
theorem even_finrank [FiniteDimensional ℂ V] (T : V →ₛₗ[starRingEnd ℂ] V)
    (hT : ∀ v, T (T v) = -v) : Even (finrank ℂ V) := by
  let b := Module.finBasis ℂ V
  obtain ⟨M, hM⟩ : ∃ M : Matrix (Fin (finrank ℂ V)) (Fin (finrank ℂ V)) ℂ,
      ∀ i j, M i j = b.coord i (T (b j)) :=
    ⟨Matrix.of fun i j => b.coord i (T (b j)), fun _ _ => rfl⟩
  -- in a basis, `T² = -1` reads `M * conj M = -1`
  have hMM : M * M.map (starRingEnd ℂ) = -1 := by
    ext i j
    have h1 : T (b j) = ∑ k, M k j • b k := by
      simp only [hM]
      exact (b.sum_repr _).symm
    have h2 : T (T (b j)) = ∑ k, conj (M k j) • T (b k) := by
      rw [h1, map_sum]
      simp only [map_smulₛₗ]
    have h3 := congrArg (b.coord i) h2
    rw [hT, map_neg, map_sum] at h3
    simp only [map_smul, smul_eq_mul, ← hM] at h3
    have h4 : b.coord i (b j) = (1 : Matrix _ _ ℂ) i j := by
      by_cases h : i = j
      · subst h
        simp
      · simp [h]
    rw [Matrix.mul_apply, Matrix.neg_apply, ← h4, h3]
    exact Finset.sum_congr rfl fun k _ => by rw [Matrix.map_apply, mul_comm]
  -- determinants: `|det M|² = (-1)^n`
  have hc : (M.map (starRingEnd ℂ)).det = conj M.det := ((starRingEnd ℂ).map_det M).symm
  have hd := congrArg Matrix.det hMM
  rw [Matrix.det_mul, Matrix.det_neg, Matrix.det_one, mul_one, Fintype.card_fin, hc,
    Complex.mul_conj] at hd
  by_contra hodd
  rw [(Nat.not_even_iff_odd.1 hodd).neg_one_pow] at hd
  have h : Complex.normSq M.det = -1 := by exact_mod_cast hd
  linarith [Complex.normSq_nonneg M.det]

/-- If `P² = 1`, the dimension of a `P`-invariant subspace is the sum of the dimensions of its
even and odd sectors. -/
theorem finrank_split [FiniteDimensional ℂ V] (W : Submodule ℂ V) (P : End ℂ V)
    (hP : ∀ v, P (P v) = v) (hW : ∀ v ∈ W, P v ∈ W) :
    finrank ℂ W = finrank ℂ (sector W P 1) + finrank ℂ (sector W P (-1)) := by
  have hsup : sector W P 1 ⊔ sector W P (-1) = W := by
    refine le_antisymm (sup_le inf_le_left inf_le_left) fun v hv => ?_
    refine Submodule.mem_sup.2 ⟨(1 / 2 : ℂ) • (v + P v), ?_, (1 / 2 : ℂ) • (v - P v), ?_,
      by module⟩
    · refine Submodule.mem_inf.2 ⟨W.smul_mem _ (W.add_mem hv (hW v hv)),
        mem_eigenspace_iff.2 ?_⟩
      rw [map_smul, map_add, hP]
      module
    · refine Submodule.mem_inf.2 ⟨W.smul_mem _ (W.sub_mem hv (hW v hv)),
        mem_eigenspace_iff.2 ?_⟩
      rw [map_smul, map_sub, hP]
      module
  have hinf : sector W P 1 ⊓ sector W P (-1) = ⊥ := by
    refine (Submodule.eq_bot_iff _).2 fun v hv => ?_
    have h1 : P v = (1 : ℂ) • v := mem_eigenspace_iff.1 hv.1.2
    have h2 : P v = (-1 : ℂ) • v := mem_eigenspace_iff.1 hv.2.2
    calc v = (1 / 2 : ℂ) • ((1 : ℂ) • v - (-1 : ℂ) • v) := by module
      _ = 0 := by rw [← h1, ← h2, sub_self, smul_zero]
  have h := Submodule.finrank_sup_add_finrank_inf_eq (sector W P 1) (sector W P (-1))
  rw [hsup, hinf, finrank_bot, add_zero] at h
  exact h

/-- If an injective `G` anticommutes with `P` and preserves `W`, the sector of parity `s` has
dimension at most that of the sector of parity `-s`. -/
theorem finrank_sector_le [FiniteDimensional ℂ V] (W : Submodule ℂ V) (P G : End ℂ V)
    (hG : Function.Injective G) (hGP : ∀ v, G (P v) = -P (G v)) (hW : ∀ v ∈ W, G v ∈ W)
    (s : ℂ) : finrank ℂ (sector W P s) ≤ finrank ℂ (sector W P (-s)) := by
  have h : ∀ v ∈ sector W P s, G v ∈ sector W P (-s) := by
    intro v hv
    have h1 : P v = s • v := mem_eigenspace_iff.1 hv.2
    refine Submodule.mem_inf.2 ⟨hW v hv.1, mem_eigenspace_iff.2 ?_⟩
    rw [neg_smul, ← map_smul, ← h1, hGP, neg_neg]
  exact LinearMap.finrank_le_finrank_of_injective (f := LinearMap.restrict G h)
    fun a b hab => Subtype.ext (hG (congrArg Subtype.val hab))

variable {P G H : End ℂ V} {T : V →ₛₗ[starRingEnd ℂ] V}

/-- Every subspace invariant under `P`, `G` and `T` has dimension divisible by four. -/
theorem four_dvd_invariant [FiniteDimensional ℂ V] (S : DiracSymmetry P G T)
    (W : Submodule ℂ V) (hP : ∀ v ∈ W, P v ∈ W) (hG : ∀ v ∈ W, G v ∈ W)
    (hT : ∀ v ∈ W, T v ∈ W) : 4 ∣ finrank ℂ W := by
  -- `T` preserves the even sector, which thus has even dimension
  have h : ∀ v : sector W P 1, T.domRestrict (sector W P 1) v ∈ sector W P 1 := by
    intro v
    have h1 : P v = (1 : ℂ) • (v : V) := mem_eigenspace_iff.1 v.2.2
    refine Submodule.mem_inf.2 ⟨hT v v.2.1, mem_eigenspace_iff.2 ?_⟩
    show P (T v) = (1 : ℂ) • T v
    rw [S.PT, h1]
    simp
  obtain ⟨k, hk⟩ := even_finrank (LinearMap.codRestrict _ _ h)
    fun v => Subtype.ext (S.T_sq v)
  -- `G` makes the two sectors equally large
  have h1 := finrank_sector_le W P G S.G_inj S.GP hG 1
  have h2 := finrank_sector_le W P G S.G_inj S.GP hG (-1)
  rw [neg_neg] at h2
  have h3 := finrank_split W P S.P_sq hP
  omega

/-- If `H` commutes with `P`, `G` and `T`, its eigenspace at any real energy `E` has dimension
divisible by four. -/
theorem four_dvd_eigenspace [FiniteDimensional ℂ V] (S : DiracSymmetry P G T)
    (hP : ∀ v, H (P v) = P (H v)) (hG : ∀ v, H (G v) = G (H v))
    (hT : ∀ v, H (T v) = T (H v)) (E : ℝ) : 4 ∣ finrank ℂ (H.eigenspace (E : ℂ)) := by
  refine four_dvd_invariant S _ ?_ ?_ ?_ <;> intro v hv <;> rw [mem_eigenspace_iff] at hv ⊢
  · rw [hP, hv, map_smul]
  · rw [hG, hv, map_smul]
  · rw [hT, hv, map_smulₛₗ, Complex.conj_ofReal]

/-- If `H` commutes with `P`, `G` and `T`, every real eigenvalue of `H` is at least fourfold
degenerate. -/
theorem four_le_degeneracy [FiniteDimensional ℂ V] (S : DiracSymmetry P G T)
    (hP : ∀ v, H (P v) = P (H v)) (hG : ∀ v, H (G v) = G (H v))
    (hT : ∀ v, H (T v) = T (H v)) (E : ℝ) (hE : H.HasEigenvalue (E : ℂ)) :
    4 ≤ finrank ℂ (H.eigenspace (E : ℂ)) :=
  Nat.le_of_dvd (Nat.pos_of_ne_zero fun h =>
    hasEigenvalue_iff.1 hE (Submodule.finrank_eq_zero.1 h)) (four_dvd_eigenspace S hP hG hT E)

/-- For a Hermitian `H` commuting with `P`, `G` and `T`, every eigenspace has dimension
divisible by four. -/
theorem four_dvd_hermitian {U : Type*} [NormedAddCommGroup U] [InnerProductSpace ℂ U]
    [FiniteDimensional ℂ U] {P G H : End ℂ U} {T : U →ₛₗ[starRingEnd ℂ] U}
    (S : DiracSymmetry P G T) (hH : LinearMap.IsSymmetric H)
    (hP : ∀ v, H (P v) = P (H v)) (hG : ∀ v, H (G v) = G (H v))
    (hT : ∀ v, H (T v) = T (H v)) (μ : ℂ) : 4 ∣ finrank ℂ (H.eigenspace μ) := by
  by_cases h : H.eigenspace μ = ⊥
  · rw [h, finrank_bot]
    exact dvd_zero 4
  · obtain ⟨E, rfl⟩ := Complex.conj_eq_iff_real.1
      (hH.conj_eigenvalue_eq_self (hasEigenvalue_iff.2 h))
    exact four_dvd_eigenspace S hP hG hT E

/-- Parity `diag(1, 1, -1, -1)` on four states. -/
def modelP : End ℂ (Fin 4 → ℂ) :=
  Matrix.toLin' !![1, 0, 0, 0; 0, 1, 0, 0; 0, 0, -1, 0; 0, 0, 0, -1]

/-- The operation exchanging the first pair of states with the second pair. -/
def modelG : End ℂ (Fin 4 → ℂ) :=
  Matrix.toLin' !![0, 0, 1, 0; 0, 0, 0, 1; 1, 0, 0, 0; 0, 1, 0, 0]

/-- Time reversal: complex conjugation followed by `(x, y) ↦ (-y, x)` in each pair. -/
def modelT : (Fin 4 → ℂ) →ₛₗ[starRingEnd ℂ] (Fin 4 → ℂ) where
  toFun v := !![0, -1, 0, 0; 1, 0, 0, 0; 0, 0, 0, -1; 0, 0, 1, 0] *ᵥ star v
  map_add' u v := by simp only [star_add, Matrix.mulVec_add]
  map_smul' c v := by
    simp only [star_smul, Matrix.mulVec_smul]
    rfl

/-- The operator `diag(a, conj a, a, conj a)`. -/
def modelH (a : ℂ) : End ℂ (Fin 4 → ℂ) :=
  Matrix.toLin' !![a, 0, 0, 0; 0, conj a, 0, 0; 0, 0, a, 0; 0, 0, 0, conj a]

/-- The four-state model obeys the symmetry algebra, and `modelH a` commutes with all three
symmetries for every complex `a`. -/
theorem model_witness (a : ℂ) : DiracSymmetry modelP modelG modelT ∧
    (∀ v, modelH a (modelP v) = modelP (modelH a v)) ∧
    (∀ v, modelH a (modelG v) = modelG (modelH a v)) ∧
    (∀ v, modelH a (modelT v) = modelT (modelH a v)) := by
  refine ⟨⟨?_, ?_, ?_, Function.LeftInverse.injective (g := modelG) ?_, ?_⟩, ?_, ?_, ?_⟩ <;>
    intro v <;> ext i <;> fin_cases i <;>
    simp [modelP, modelG, modelT, modelH, Matrix.mulVec, dotProduct, Fin.sum_univ_four]

/-- For real `E` the eigenspace of `modelH E` at `E` has dimension exactly four. -/
theorem model_real (E : ℝ) : finrank ℂ ((modelH E).eigenspace (E : ℂ)) = 4 := by
  have h : (modelH E).eigenspace (E : ℂ) = ⊤ := by
    refine Submodule.eq_top_iff'.2 fun v => mem_eigenspace_iff.2 ?_
    ext i
    fin_cases i <;> simp [modelH, Matrix.mulVec, dotProduct, Fin.sum_univ_four]
  rw [h, finrank_top]
  simp

/-- For non-real `a` the eigenspace of `modelH a` at `a` has dimension two. -/
theorem model_nonreal (a : ℂ) (ha : conj a ≠ a) :
    finrank ℂ ((modelH a).eigenspace a) = 2 := by
  let f : (Fin 2 → ℂ) →ₗ[ℂ] (Fin 4 → ℂ) := Matrix.toLin' !![1, 0; 0, 0; 0, 1; 0, 0]
  have hf : ∀ w, f w = ![w 0, 0, w 1, 0] := by
    intro w
    ext i
    fin_cases i <;> simp [f, Matrix.mulVec, dotProduct, Fin.sum_univ_two]
  have hinj : Function.Injective f := by
    intro u w h
    rw [hf, hf] at h
    ext i
    fin_cases i
    · exact congrFun h 0
    · exact congrFun h 2
  have h : (modelH a).eigenspace a = LinearMap.range f := by
    ext v
    rw [mem_eigenspace_iff, LinearMap.mem_range]
    constructor
    · intro hv
      have h1 : conj a * v 1 = a * v 1 := by
        simpa [modelH, Matrix.mulVec, dotProduct, Fin.sum_univ_four] using congrFun hv 1
      have h3 : conj a * v 3 = a * v 3 := by
        simpa [modelH, Matrix.mulVec, dotProduct, Fin.sum_univ_four] using congrFun hv 3
      have z1 := (mul_eq_mul_right_iff.1 h1).resolve_left ha
      have z3 := (mul_eq_mul_right_iff.1 h3).resolve_left ha
      refine ⟨![v 0, v 2], ?_⟩
      rw [hf]
      ext i
      fin_cases i <;> simp [z1, z3]
    · rintro ⟨w, rfl⟩
      rw [hf]
      ext i
      fin_cases i <;> simp [modelH, Matrix.mulVec, dotProduct, Fin.sum_univ_four]
  rw [h, LinearMap.finrank_range_of_inj hinj]
  simp

end

end FourfoldDiracPoint
```

```lean
#print axioms FourfoldDiracPoint.four_le_degeneracy
-- 'FourfoldDiracPoint.four_le_degeneracy' depends on axioms: [propext, Classical.choice, Quot.sound]
#print axioms FourfoldDiracPoint.four_dvd_hermitian
-- 'FourfoldDiracPoint.four_dvd_hermitian' depends on axioms: [propext, Classical.choice, Quot.sound]
#print axioms FourfoldDiracPoint.model_real
-- 'FourfoldDiracPoint.model_real' depends on axioms: [propext, Classical.choice, Quot.sound]
#print axioms FourfoldDiracPoint.model_nonreal
-- 'FourfoldDiracPoint.model_nonreal' depends on axioms: [propext, Classical.choice, Quot.sound]
```

### How the lemmas carry out the count

`even_finrank` is the Kramers step. It picks the basis `Module.finBasis ℂ V` and the matrix with `M i j = b.coord i (T (b j))`. Inside `hMM`, `h1` expands $Tb_j$, `h2` applies $T$ again, and `h3` reads off coordinate $i$. Then `hc` is $\det\bar M=\overline{\det M}$, and `Matrix.det_mul`, `Matrix.det_neg` and `Complex.mul_conj` turn `hd` into $|\det M|^2=(-1)^n$. For odd $n$ this is `Complex.normSq M.det = -1`, which `linarith` refutes.

`finrank_split` proves `hsup`, that the two sectors span $W$, with the explicit vectors $\tfrac12(v\pm Pv)$, and `hinf`, that they meet in zero. The formula $\dim(A+B)+\dim(A\cap B)=\dim A+\dim B$ for subspaces $A,B$ finishes it. `finrank_sector_le` shows $Gv\in W_{-s}$ from `hGP`, restricts $G$ to a map between the two sectors and compares dimensions through injectivity.

`four_dvd_invariant` assembles these. `hk` gives $\dim W_+=k+k$, the two uses of `finrank_sector_le` give the two inequalities, `h3` gives the sum, and `omega` does the integer arithmetic. `four_dvd_eigenspace` checks the three invariances, one line each. `four_le_degeneracy` uses that a nonzero multiple of four is at least four. `four_dvd_hermitian` treats the zero eigenspace separately and otherwise gets $\bar\mu=\mu$ from `conj_eigenvalue_eq_self`. The model theorems are checked component by component, and `model_nonreal` identifies the eigenspace with the range of the injective map $(w_0,w_1)\mapsto(w_0,0,w_1,0)$ from $\mathbb C^2$.

### Antilinear maps as semilinear maps

Mathlib defines a map that is semilinear over a ring homomorphism $\sigma$: it is additive and satisfies $f(cv)=\sigma(c)f(v)$. Linear maps are the case of the identity, and `starRingEnd ℂ`, complex conjugation packaged as a ring homomorphism, gives the antilinear case. The scalar rule is `map_smulₛₗ`, while `map_smul` is the linear one, and the choice between them shows where conjugation enters. In `h2` of `even_finrank` it produces `conj (M k j)`, which gives $M\bar M$ in place of $M^2$. For a linear operator the same computation would give $(\det M)^2=(-1)^n$, which multiplication by $i$ satisfies in dimension one. In `four_dvd_eigenspace` the lines for $P$ and $G$ end with `map_smul`, and the line for $T$ uses `map_smulₛₗ` followed by `Complex.conj_ofReal`, which is the point where the energy must be real.

Because restriction is available for semilinear maps in general, `even_finrank` needs to be proved only for a whole space. In `four_dvd_invariant`, `T.domRestrict (sector W P 1)` limits the domain to $W_+$, and `LinearMap.codRestrict` uses the invariance proof `h` to limit the target. The result is an antilinear map from $W_+$ to itself, where $W_+$ is now a vector space in its own right. Its elements are vectors paired with a membership proof, and `Subtype.ext (S.T_sq v)` transfers $T^2=-1$ from $V$ by comparing the underlying vectors.
